# The area between the Dulong–Petit line and the heat capacity of finitely many harmonic oscillators is their zero-point energy

## Oscillators, units and heat capacity

Set $\hbar=k_B=1$. An oscillator of angular frequency $w>0$ (usually written $\omega$) has levels $w(n+\tfrac12)$, $n=0,1,2,\dots$. At temperature $T>0$, its thermal energy above the ground state and its heat capacity are

$$U(T)=\frac{w}{e^{w/T}-1},\qquad C(T)=\Big(\frac wT\Big)^2\frac{e^{w/T}}{(e^{w/T}-1)^2}.$$

The classical heat capacity is 1 per mode, so the Dulong–Petit line of a solid lies at its number of modes.

## Zero-point energy from a thermal curve

The heat capacity records only changes of energy, yet the zero-point energy can be read from it. For finitely many modes of frequencies $w_i>0$, with heat capacities $C_i$,

$$\int_0^\infty\sum_i\big(1-C_i(T)\big)\,dT=\sum_i\frac{w_i}{2}.$$

In a harmonic phonon calculation with finitely many positive frequencies, this ties the zero-point correction to the heat-capacity curve.

## From the levels to the area

Let $r=e^{-w/T}$. The Boltzmann weights are $e^{-w/(2T)}r^n$. With $\sum_n r^n=1/(1-r)$ and $\sum_n nr^n=r/(1-r)^2$, the mean energy is

$$\frac w2+\frac{wr}{1-r}=\frac w2+U(T).$$

Put $x=w/T$, so $dx/dT=-w/T^2$. Then

$$U'(T)=-\frac{we^x}{(e^x-1)^2}\Big(-\frac{w}{T^2}\Big)=C(T).$$

Hence $G(T)=T-U(T)$ has derivative $1-C(T)$, and its limits at both ends are needed.

**Lower bound.** From $e^x\ge1+x+x^2/2$,

$$U\le\frac{w}{x+x^2/2}=\frac{2T^2}{2T+w},\qquad G\ge\frac{wT}{2T+w}.$$

**Upper bound.** The function $f(y)=2+y-(2-y)e^y$ has $f(0)=0$ and $f'(y)=1-(1-y)e^y\ge0$, because $e^{-y}\ge1-y$. So $(2-x)e^x\le2+x$, that is, $(2-x)(e^x-1)\le2x$. Multiplying by $T/2$ gives $(T-\tfrac w2)(e^x-1)\le w$, hence $G\le w/2$.

The formula for $U$ gives $U>0$ and the lower bound gives $U<T$. Hence $0<G<T$, so $G\to0$ as $T\to0^+$. The lower bound also equals $\frac w2-\frac{w^2/2}{2T+w}$, so $G\to w/2$ as $T\to\infty$.

Finally, $\sinh(x/2)\ge x/2$ gives $e^x-1=2e^{x/2}\sinh(x/2)\ge xe^{x/2}$. Squaring yields $C\le1$. The nonnegative function $1-C$ is therefore integrable, with integral $w/2-0$. Summing over modes gives the result.

## Reading the Lean theorem

In `zeroPointEnergy_eq_area`, the finite type `ι` labels the modes, `w i` is a frequency and `hw` makes every frequency positive. `Fintype.card ι` is the height of the Dulong–Petit line, and `Ioi 0` is the range $T>0$. The conclusion has two parts: the deficit is integrable, and its integral is the sum of the lowest levels `level (w i) 0`.

The step left to physics is to identify a crystal's measured heat capacity with that of independent modes whose frequencies do not change with temperature. Anharmonicity and thermal expansion spoil this identification.

```lean
import Mathlib

open MeasureTheory Set Filter
open scoped Topology

namespace ZeroPointArea

noncomputable section

/-- Energy levels `w (n + 1/2)` of a harmonic oscillator of frequency `w`,
in units where the reduced Planck constant and the Boltzmann constant are one. -/
def level (w : ℝ) (n : ℕ) : ℝ := w * (n + 1 / 2)

/-- Boltzmann average of the oscillator energy at temperature `T`, for `w, T > 0`. -/
def meanEnergy (w T : ℝ) : ℝ :=
  (∑' n : ℕ, level w n * Real.exp (-level w n / T)) / ∑' n : ℕ, Real.exp (-level w n / T)

/-- The Planck energy `w / (exp (w/T) - 1)`, for `w, T > 0`. -/
def thermalEnergy (w T : ℝ) : ℝ := w / (Real.exp (w / T) - 1)

/-- The Einstein heat capacity of one oscillator, for `w, T > 0`. -/
def heatCapacity (w T : ℝ) : ℝ :=
  (w / T) ^ 2 * Real.exp (w / T) / (Real.exp (w / T) - 1) ^ 2

/-- For `w, T > 0` the mean energy is the energy of the lowest level plus the Planck energy. -/
theorem meanEnergy_eq {w T : ℝ} (hw : 0 < w) (hT : 0 < T) :
    meanEnergy w T = level w 0 + thermalEnergy w T := by
  obtain ⟨r, hr⟩ : ∃ r, r = Real.exp (-(w / T)) := ⟨_, rfl⟩
  obtain ⟨a, ha⟩ : ∃ a, a = Real.exp (-(w / (2 * T))) := ⟨_, rfl⟩
  have hr0 : 0 < r := hr ▸ Real.exp_pos _
  have ha0 : 0 < a := ha ▸ Real.exp_pos _
  have hr1 : r < 1 := by
    rw [hr]
    exact Real.exp_lt_one_iff.2 (neg_lt_zero.2 (div_pos hw hT))
  have hn : ‖r‖ < 1 := by rwa [Real.norm_of_nonneg hr0.le]
  -- the Boltzmann weights form a geometric sequence
  have hb : ∀ n : ℕ, Real.exp (-level w n / T) = a * r ^ n := by
    intro n
    rw [hr, ha, ← Real.exp_nat_mul, ← Real.exp_add]
    congr 1
    unfold level
    ring
  have hg := hasSum_geometric_of_lt_one hr0.le hr1
  have h0 := hg.mul_left a
  have h1 := (((hasSum_coe_mul_geometric_of_norm_lt_one hn).mul_left w).add
    (hg.mul_left (w / 2))).mul_left a
  have hf : ∀ n : ℕ, level w n * (a * r ^ n) = a * (w * (n * r ^ n) + w / 2 * r ^ n) := by
    intro n
    unfold level
    ring
  have he : Real.exp (w / T) - 1 = (1 - r) / r := by
    rw [sub_div, div_self hr0.ne', one_div, hr, Real.exp_neg, inv_inv]
  have h1r : 1 - r ≠ 0 := (sub_pos.2 hr1).ne'
  unfold meanEnergy thermalEnergy
  simp only [hb, hf]
  rw [h1.tsum_eq, h0.tsum_eq, he]
  simp only [level, Nat.cast_zero]
  field_simp
  ring

/-- For `w, T > 0` the temperature derivative of the Planck energy is the Einstein
heat capacity. -/
theorem thermalEnergy_hasDerivAt {w T : ℝ} (hw : 0 < w) (hT : 0 < T) :
    HasDerivAt (thermalEnergy w) (heatCapacity w T) T := by
  have he : Real.exp (w / T) - 1 ≠ 0 :=
    (sub_pos.2 (Real.one_lt_exp_iff.2 (div_pos hw hT))).ne'
  have h1 := (hasDerivAt_const T w).fun_div (hasDerivAt_id' T) hT.ne'
  have h2 := h1.exp.sub_const 1
  exact ((hasDerivAt_const T w).fun_div h2 he).congr_deriv (by unfold heatCapacity; ring)

/-- For `w, T > 0` the temperature derivative of the Boltzmann-averaged energy is the
Einstein heat capacity. -/
theorem meanEnergy_hasDerivAt {w T : ℝ} (hw : 0 < w) (hT : 0 < T) :
    HasDerivAt (meanEnergy w) (heatCapacity w T) T := by
  refine ((thermalEnergy_hasDerivAt hw hT).const_add (level w 0)).congr_of_eventuallyEq ?_
  filter_upwards [Ioi_mem_nhds hT] with t ht
  exact meanEnergy_eq hw ht

/-- For `w, T > 0` the classical energy `T` exceeds the Planck energy by at least
`w T / (2 T + w)` and at most `w / 2`. -/
theorem energy_gap_bounds {w T : ℝ} (hw : 0 < w) (hT : 0 < T) :
    w * T / (2 * T + w) ≤ T - thermalEnergy w T ∧ T - thermalEnergy w T ≤ w / 2 := by
  obtain ⟨x, hx⟩ : ∃ x, x = w / T := ⟨_, rfl⟩
  have hwx : w = x * T := by rw [hx, div_mul_cancel₀ _ hT.ne']
  have hx0 : 0 < x := hx ▸ div_pos hw hT
  have hE : 0 < Real.exp x - 1 := sub_pos.2 (Real.one_lt_exp_iff.2 hx0)
  unfold thermalEnergy
  rw [← hx]
  constructor
  · have hq := Real.quadratic_le_exp_of_nonneg hx0.le
    have h : w / (Real.exp x - 1) ≤ 2 * T ^ 2 / (2 * T + w) := by
      rw [div_le_div_iff₀ hE (by positivity), hwx]
      nlinarith [mul_le_mul_of_nonneg_left hq (sq_nonneg T)]
    have e : w * T / (2 * T + w) = T - 2 * T ^ 2 / (2 * T + w) := by
      rw [eq_sub_iff_add_eq, ← add_div, div_eq_iff (by positivity)]
      ring
    linarith
  · -- `2 + y - (2 - y) exp y` vanishes at zero and never decreases
    have hd : ∀ y : ℝ, HasDerivAt (fun y : ℝ => 2 + y - (2 - y) * Real.exp y)
        (1 - (1 - y) * Real.exp y) y := by
      intro y
      have h := ((hasDerivAt_id' y).const_add (2 : ℝ)).fun_sub
        (((hasDerivAt_id' y).const_sub (2 : ℝ)).fun_mul (Real.hasDerivAt_exp y))
      exact h.congr_deriv (by ring)
    have hm : Monotone (fun y : ℝ => 2 + y - (2 - y) * Real.exp y) := by
      refine monotone_of_deriv_nonneg (fun y => (hd y).differentiableAt) (fun y => ?_)
      rw [(hd y).deriv]
      have h1 : Real.exp (-y) * Real.exp y = 1 := by rw [← Real.exp_add]; simp
      nlinarith [mul_le_mul_of_nonneg_right (Real.add_one_le_exp (-y)) (Real.exp_pos y).le]
    have hp := hm hx0.le
    simp only [Real.exp_zero] at hp
    have h : T - w / 2 ≤ w / (Real.exp x - 1) := by
      rw [le_div_iff₀ hE, hwx]
      nlinarith [mul_le_mul_of_nonneg_left hp hT.le]
    linarith

/-- For `w > 0` the difference between the classical energy `T` and the Planck energy,
set to zero at `T = 0`, is continuous from the right there. -/
theorem energy_gap_continuous {w : ℝ} (hw : 0 < w) :
    ContinuousWithinAt (fun T => T - thermalEnergy w T) (Ici 0) 0 := by
  have h0 : thermalEnergy w 0 = 0 := by simp [thermalEnergy]
  have hid : Tendsto (fun t : ℝ => t) (𝓝[>] 0) (𝓝 0) := tendsto_id.mono_left nhdsWithin_le_nhds
  have hc : ContinuousWithinAt (thermalEnergy w) (Ioi 0) 0 := by
    unfold ContinuousWithinAt
    rw [h0]
    -- the Planck energy lies between zero and `T`
    refine squeeze_zero' ?_ ?_ hid
    · filter_upwards [self_mem_nhdsWithin] with t ht
      exact div_nonneg hw.le (sub_pos.2 (Real.one_lt_exp_iff.2 (div_pos hw ht))).le
    · filter_upwards [self_mem_nhdsWithin] with t ht
      have ht' : 0 < t := ht
      have hpos : 0 < w * t / (2 * t + w) := by positivity
      linarith [(energy_gap_bounds hw ht').1]
  exact continuousWithinAt_id.sub (continuousWithinAt_Ioi_iff_Ici.1 hc)

/-- For `w > 0` the classical energy `T` exceeds the Planck energy by an amount that tends
to `w / 2` at high temperature. -/
theorem energy_gap_tendsto {w : ℝ} (hw : 0 < w) :
    Tendsto (fun T => T - thermalEnergy w T) atTop (𝓝 (w / 2)) := by
  have hden : Tendsto (fun t : ℝ => 2 * t + w) atTop atTop :=
    tendsto_atTop_add_const_right _ w (tendsto_id.const_mul_atTop two_pos)
  have hlow : Tendsto (fun t : ℝ => w / 2 - w ^ 2 / 2 / (2 * t + w)) atTop (𝓝 (w / 2)) := by
    simpa using (tendsto_const_nhds (x := w / 2)).sub
      ((tendsto_const_nhds (x := w ^ 2 / 2)).div_atTop hden)
  refine tendsto_of_tendsto_of_tendsto_of_le_of_le' hlow tendsto_const_nhds ?_ ?_
  · filter_upwards [eventually_gt_atTop 0] with t ht
    have e : w * t / (2 * t + w) = w / 2 - w ^ 2 / 2 / (2 * t + w) := by
      rw [eq_sub_iff_add_eq, ← add_div, div_eq_iff (by positivity)]
      ring
    exact e ▸ (energy_gap_bounds hw ht).1
  · filter_upwards [eventually_gt_atTop 0] with t ht
    exact (energy_gap_bounds hw ht).2

/-- For one oscillator with `w > 0`, the deficit `1 - C(T)` is integrable over all positive
temperatures and its integral is `w / 2`. -/
theorem oscillator_area {w : ℝ} (hw : 0 < w) :
    IntegrableOn (fun T => 1 - heatCapacity w T) (Ioi 0) ∧
      (∫ T in Ioi 0, (1 - heatCapacity w T)) = w / 2 := by
  have hd : ∀ T ∈ Ioi (0 : ℝ),
      HasDerivAt (fun T => T - thermalEnergy w T) (1 - heatCapacity w T) T :=
    fun T hT => (hasDerivAt_id' T).fun_sub (thermalEnergy_hasDerivAt hw hT)
  -- the deficit is nonnegative because `sinh y ≥ y` for `y ≥ 0`
  have hpos : ∀ T ∈ Ioi (0 : ℝ), 0 ≤ 1 - heatCapacity w T := by
    intro T hT
    unfold heatCapacity
    have hx : 0 < w / T := div_pos hw hT
    generalize w / T = x at hx ⊢
    have hE : 0 < Real.exp x - 1 := sub_pos.2 (Real.one_lt_exp_iff.2 hx)
    have hs : Real.exp x = Real.exp (x / 2) ^ 2 := by
      rw [sq, ← Real.exp_add, add_halves]
    have hi : Real.exp (-(x / 2)) * Real.exp (x / 2) = 1 := by rw [← Real.exp_add]; simp
    have h := Real.self_le_sinh_iff.2 (half_pos hx).le
    rw [Real.sinh_eq] at h
    have h2 : x * Real.exp (x / 2) ≤ Real.exp x - 1 := by
      nlinarith [mul_le_mul_of_nonneg_right h (Real.exp_pos (x / 2)).le]
    have h3 := pow_le_pow_left₀ (by positivity) h2 2
    rw [mul_pow, ← hs] at h3
    exact sub_nonneg.2 ((div_le_one (pow_pos hE 2)).2 h3)
  have hc := energy_gap_continuous hw
  have hl := energy_gap_tendsto hw
  refine ⟨integrableOn_Ioi_deriv_of_nonneg hc hd hpos hl, ?_⟩
  rw [integral_Ioi_of_hasDerivAt_of_nonneg hc hd hpos hl]
  simp [thermalEnergy]

/-- For a harmonic solid with finitely many modes of positive frequency, the area between the
Dulong-Petit line and the heat capacity is finite and equals the sum of the lowest
level energies of the modes. -/
theorem zeroPointEnergy_eq_area {ι : Type*} [Fintype ι] (w : ι → ℝ) (hw : ∀ i, 0 < w i) :
    IntegrableOn (fun T => (Fintype.card ι : ℝ) - ∑ i, heatCapacity (w i) T) (Ioi 0) ∧
      (∫ T in Ioi 0, ((Fintype.card ι : ℝ) - ∑ i, heatCapacity (w i) T)) =
        ∑ i, level (w i) 0 := by
  have hs : ∀ T, (Fintype.card ι : ℝ) - ∑ i, heatCapacity (w i) T =
      ∑ i, (1 - heatCapacity (w i) T) := by
    intro T
    simp [Finset.sum_sub_distrib]
  simp only [hs]
  refine ⟨integrable_finsetSum _ (fun i _ => (oscillator_area (hw i)).1), ?_⟩
  rw [integral_finsetSum _ (fun i _ => (oscillator_area (hw i)).1)]
  refine Finset.sum_congr rfl (fun i _ => ?_)
  rw [(oscillator_area (hw i)).2]
  simp only [level, Nat.cast_zero]
  ring

end

end ZeroPointArea
```

```lean
#print axioms ZeroPointArea.meanEnergy_hasDerivAt
#print axioms ZeroPointArea.zeroPointEnergy_eq_area
```

```
'ZeroPointArea.meanEnergy_hasDerivAt' depends on axioms: [propext, Classical.choice, Quot.sound]
'ZeroPointArea.zeroPointEnergy_eq_area' depends on axioms: [propext, Classical.choice, Quot.sound]
```

## The lemmas behind the integral

`meanEnergy_eq` rewrites the Boltzmann sums as geometric series. `thermalEnergy_hasDerivAt` applies the quotient and chain rules, and `meanEnergy_hasDerivAt` carries the derivative over to the Boltzmann average, which justifies the formula for $C$.

`energy_gap_bounds` proves the two bounds on $G$; the code multiplies the exponential inequalities by the required nonnegative factors, and `nlinarith` finishes the algebra. `energy_gap_continuous` squeezes $U$ between 0 and $T$. Lean's division by zero sets $U(0)=0$, which agrees with the physical limit. `energy_gap_tendsto` squeezes $G$ at high temperature.

`oscillator_area` proves $C\le1$ from the `sinh` inequality and applies the fundamental theorem of calculus on the half-line, in its version for nonnegative derivatives. The main theorem writes the deficit as a finite sum and exchanges sum and integral.

## Negative frequencies and a finite temperature range

Positivity of $w$ can't be relaxed to $w\ne0$. The formula for $C$ is even in $w$, so $w=-1$ gives area $\tfrac12$, whereas $w/2=-\tfrac12$.

The same antiderivative handles data that end at a temperature $T_0>0$: for one mode, the area up to $T_0$ is $G(T_0)$, which lies between $wT_0/(2T_0+w)$ and $w/2$. This integral formula is a consequence drawn here, while the bounds on $G$ are in the Lean code.
